# Four orthonormal s–p hybrids can all overlap maximally with equivalent tetrahedral σ ligands exactly when the p overlap is √3 times the s overlap

Take one σ ligand that overlaps equally, by 1 in some unit, with the central atom's s orbital and with the p orbital pointing at it. Either orbital alone gives 1, their normalised equal mixture gives $\sqrt2\approx1.414$, and an sp³ hybrid gives $(1+\sqrt3)/2\approx1.366$. So sp³ isn't the best hybrid for this bond. For general positive overlaps $a$ (with s) and $b$ (with p), I believe that four orthonormal hybrids can all be optimal for equivalent tetrahedral σ ligands only if $b=\sqrt3\,a$. Can this be proved with every step explicit, and checked by machine?

## The missing overlap is a weighted squared distance

Yes. Write a hybrid as real coefficients $h=(h_0,h_1,h_2,h_3)$ over orthonormal s, px, py, pz. A σ ligand, whose orbital is symmetric about the bond axis, doesn't overlap with p orbitals perpendicular to that axis. In the unit direction $m=(m_0,m_1,m_2)$ it therefore has overlap

$$S(h)=a h_0+b\sum_{k=0}^{2}m_k h_{k+1}.$$

For $h=(\cos t,\ \sin t\,m)$ this is $a\cos t+b\sin t$. Put $R=\sqrt{a^2+b^2}$. Since

$$R^2-(a\cos t+b\sin t)^2=(a\sin t-b\cos t)^2,$$

the maximum is $R$, reached at $\cos t=a/R$, $\sin t=b/R$.

Now let $h$ be any normalised hybrid, and let $h^*=(a/R,\ (b/R)\,m)$, also normalised. Then $S(h)=R\,h^*\!\cdot h$ and $|h-h^*|^2=2-2h^*\!\cdot h$, so

$$2\,(R-S(h))=R\,|h-h^*|^2.$$

Hence $S(h)\le R$, with equality only for $h=h^*$.

The bond directions are $n_i=\varepsilon_i/\sqrt3$, $i=0,\dots,3$, with $\varepsilon_i$ the cube corners $(1,1,1)$, $(1,-1,-1)$, $(-1,1,-1)$, $(-1,-1,1)$. The sp³ hybrids are the rows $(1,\varepsilon_i)/2$ of a matrix $G$. They are orthonormal because $\varepsilon_i\cdot\varepsilon_j$ is $3$ for $i=j$ and $-1$ otherwise. Each overlaps its ligand by $(a+\sqrt3 b)/2$, and

$$R^2-\frac{(a+\sqrt3 b)^2}{4}=\frac{(b-\sqrt3 a)^2}{4}.$$

Let the rows of $H$ be any four orthonormal hybrids, and let $T$ be the sum of four overlaps, that of each row $i$ with its own ligand, in direction $n_i$. As $H$ is square, $HH^T=1$ implies $H^TH=1$, so its columns are normalised too, as are those of $G$. Therefore $\sum_i(H_{ij}-G_{ij})^2=2-2\sum_iH_{ij}G_{ij}$. Weighting column $0$ by $a$ and the others by $b/\sqrt3$ gives

$$2(a+\sqrt3 b)-T=\sum_i\Big[a(H_{i0}-G_{i0})^2+\frac{b}{\sqrt3}\sum_k(H_{i,k+1}-G_{i,k+1})^2\Big].$$

So $T\le2(a+\sqrt3 b)$, with equality only for sp³. Four optimal bonds would need $4R\le2(a+\sqrt3 b)$, which fails unless $b=\sqrt3 a$; in that case sp³ achieves them.

```lean
import Mathlib

open Matrix

namespace MaximumOverlapHybrids

noncomputable section

/-- The hybrid `c s + d p(m)`, as coefficients over the orthonormal orbitals s, px, py, pz. -/
def spHybrid (c d : ℝ) (m : Fin 3 → ℝ) : Fin 4 → ℝ :=
  Matrix.vecCons c (fun k => d * m k)

/-- Overlap of the orbital `h` with a sigma ligand in the unit direction `m`, whose overlap is `a`
with the s orbital and `b` with the p orbital pointing at it. -/
def ligandOverlap (a b : ℝ) (m : Fin 3 → ℝ) (h : Fin 4 → ℝ) : ℝ :=
  a * h 0 + b * ∑ k : Fin 3, m k * h k.succ

/-- Alternating corners of a cube, the vertices of a tetrahedron. -/
def corner : Matrix (Fin 4) (Fin 3) ℝ :=
  !![1, 1, 1; 1, -1, -1; -1, 1, -1; -1, -1, 1]

/-- The four tetrahedral bond directions. -/
def tetra (i : Fin 4) (k : Fin 3) : ℝ := corner i k / √3

/-- The four sp3 hybrids, one in each row: amplitude 1/2 on s and √3/2 on p along the bond. -/
def sp3 : Matrix (Fin 4) (Fin 4) ℝ :=
  Matrix.of fun i => spHybrid (1 / 2) (√3 / 2) (tetra i)

/-- A hybrid `c s + d p(m)` pointing at its ligand, with `m` a unit vector, has overlap
`a c + b d`. -/
theorem overlap_spHybrid {m : Fin 3 → ℝ} (hm : m ⬝ᵥ m = 1) (a b c d : ℝ) :
    ligandOverlap a b m (spHybrid c d m) = a * c + b * d := by
  rw [dotProduct, Fin.sum_univ_three] at hm
  change a * c + b * ∑ k : Fin 3, m k * (d * m k) = _
  rw [Fin.sum_univ_three]
  linear_combination b * d * hm

/-- Among the hybrids `cos t s + sin t p(m)` pointing at a ligand in the unit direction `m`,
the greatest overlap is `√(a² + b²)`. -/
theorem isGreatest_overlap {m : Fin 3 → ℝ} (hm : m ⬝ᵥ m = 1) (a b : ℝ) :
    IsGreatest (Set.range fun t : ℝ =>
      ligandOverlap a b m (spHybrid (Real.cos t) (Real.sin t) m)) (√(a ^ 2 + b ^ 2)) := by
  constructor
  · -- the optimal mixing angle is the polar angle of the point (a, b)
    obtain ⟨R, t, hR, hc, hs⟩ : ∃ R t : ℝ, 0 ≤ R ∧ R * Real.cos t = a ∧ R * Real.sin t = b :=
      ⟨‖(⟨a, b⟩ : ℂ)‖, Complex.arg ⟨a, b⟩, norm_nonneg _,
        Complex.norm_mul_cos_arg ⟨a, b⟩, Complex.norm_mul_sin_arg ⟨a, b⟩⟩
    have P := Real.sin_sq_add_cos_sq t
    have hsq : a ^ 2 + b ^ 2 = R ^ 2 := by
      rw [← hc, ← hs]
      linear_combination R ^ 2 * P
    refine ⟨t, ?_⟩
    change ligandOverlap a b m (spHybrid (Real.cos t) (Real.sin t) m) = _
    rw [overlap_spHybrid hm, hsq, Real.sqrt_sq hR, ← hc, ← hs]
    linear_combination R * P
  · rintro _ ⟨t, rfl⟩
    change ligandOverlap a b m (spHybrid (Real.cos t) (Real.sin t) m) ≤ _
    rw [overlap_spHybrid hm]
    refine (le_abs_self _).trans (Real.abs_le_sqrt ?_)
    have key : a ^ 2 + b ^ 2 - (a * Real.cos t + b * Real.sin t) ^ 2
        = (a * Real.sin t - b * Real.cos t) ^ 2 := by
      linear_combination -(a ^ 2 + b ^ 2) * Real.sin_sq_add_cos_sq t
    linarith [sq_nonneg (a * Real.sin t - b * Real.cos t)]

/-- For `a > 0` and a ligand in the unit direction `m`, no normalised combination of s, px, py, pz
overlaps by more than `√(a² + b²)`, and only the hybrid with s and p amplitudes `a` and `b`
divided by `√(a² + b²)` reaches this value. -/
theorem overlap_le_and_eq_iff {a : ℝ} (ha : 0 < a) (b : ℝ) {m : Fin 3 → ℝ} (hm : m ⬝ᵥ m = 1)
    {h : Fin 4 → ℝ} (hh : h ⬝ᵥ h = 1) :
    ligandOverlap a b m h ≤ √(a ^ 2 + b ^ 2) ∧
      (ligandOverlap a b m h = √(a ^ 2 + b ^ 2) ↔
        h = spHybrid (a / √(a ^ 2 + b ^ 2)) (b / √(a ^ 2 + b ^ 2)) m) := by
  have hpos : 0 < a ^ 2 + b ^ 2 := by positivity
  have hR : 0 < √(a ^ 2 + b ^ 2) := Real.sqrt_pos.mpr hpos
  have hR2 : √(a ^ 2 + b ^ 2) ^ 2 = a ^ 2 + b ^ 2 := Real.sq_sqrt hpos.le
  generalize √(a ^ 2 + b ^ 2) = R at hR hR2 ⊢
  have hcd : (a / R) ^ 2 + (b / R) ^ 2 = 1 := by
    rw [div_pow, div_pow, ← add_div, hR2]
    exact div_self hpos.ne'
  have ea : a = R * (a / R) := by field_simp
  have eb : b = R * (b / R) := by field_simp
  generalize a / R = c at hcd ea ⊢
  generalize b / R = d at hcd eb ⊢
  -- twice the deficit is `R` times the squared distance to the optimal hybrid
  have key : 2 * (R - ligandOverlap a b m h) = R * ∑ k, (h k - spHybrid c d m k) ^ 2 := by
    rw [dotProduct, Fin.sum_univ_three] at hm
    rw [dotProduct, Fin.sum_univ_succ, Fin.sum_univ_three] at hh
    rw [Fin.sum_univ_succ]
    change 2 * (R - (a * h 0 + b * ∑ k : Fin 3, m k * h k.succ))
      = R * ((h 0 - c) ^ 2 + ∑ k : Fin 3, (h k.succ - d * m k) ^ 2)
    rw [Fin.sum_univ_three, Fin.sum_univ_three, ea, eb]
    linear_combination -R * hh - R * hcd - R * d ^ 2 * hm
  have hnn : 0 ≤ ∑ k, (h k - spHybrid c d m k) ^ 2 :=
    Finset.sum_nonneg fun k _ => sq_nonneg _
  refine ⟨by linarith [mul_nonneg hR.le hnn], fun e => ?_, fun e => ?_⟩
  · rw [e, sub_self, mul_zero] at key
    have z := (mul_eq_zero.mp key.symm).resolve_left hR.ne'
    rw [Finset.sum_eq_zero_iff_of_nonneg (fun k _ => sq_nonneg _)] at z
    funext k
    exact sub_eq_zero.mp (pow_eq_zero_iff two_ne_zero |>.mp (z k (Finset.mem_univ k)))
  · have z : ∑ k, (h k - spHybrid c d m k) ^ 2 = 0 :=
      Finset.sum_eq_zero fun k _ => by rw [e]; ring
    rw [z, mul_zero] at key
    linarith

/-- The tetrahedral bond directions are unit vectors. -/
theorem tetra_unit (i : Fin 4) : tetra i ⬝ᵥ tetra i = 1 := by
  simp only [tetra, dotProduct, div_mul_div_comm, Fin.sum_univ_three,
    Real.mul_self_sqrt (show (0 : ℝ) ≤ 3 by norm_num)]
  fin_cases i <;> simp [corner] <;> norm_num

/-- The p coefficients of the sp3 hybrids are `1/2` or `-1/2`, with the signs of the cube corner
at which the hybrid points. -/
theorem sp3_succ (i : Fin 4) (k : Fin 3) : sp3 i k.succ = corner i k / 2 := by
  have h3 : √(3 : ℝ) ≠ 0 := by positivity
  change √3 / 2 * (corner i k / √3) = _
  field_simp

/-- The four sp3 hybrids are orthonormal. -/
theorem sp3_orthonormal : sp3 * sp3ᵀ = 1 := by
  ext i j
  have h0 : ∀ i, sp3 i 0 = 1 / 2 := fun _ => rfl
  rw [Matrix.mul_apply, Fin.sum_univ_succ, Fin.sum_univ_three, Matrix.one_apply]
  simp only [Matrix.transpose_apply, sp3_succ, h0]
  fin_cases i <;> fin_cases j <;> simp [corner] <;> norm_num

/-- For `a, b > 0` each sp3 hybrid overlaps its ligand by `(a + √3 b)/2`, which is strictly below
`√(a² + b²)` exactly when `b ≠ √3 a`. -/
theorem sp3_overlap {a b : ℝ} (ha : 0 < a) (hb : 0 < b) (i : Fin 4) :
    ligandOverlap a b (tetra i) (sp3 i) = (a + √3 * b) / 2 ∧
      ((a + √3 * b) / 2 < √(a ^ 2 + b ^ 2) ↔ b ≠ √3 * a) := by
  constructor
  · change ligandOverlap a b (tetra i) (spHybrid (1 / 2) (√3 / 2) (tetra i)) = _
    rw [overlap_spHybrid (tetra_unit i)]
    ring
  · have q : √(3 : ℝ) ^ 2 = 3 := Real.sq_sqrt (by norm_num)
    have key : a ^ 2 + b ^ 2 - ((a + √3 * b) / 2) ^ 2 = (b - √3 * a) ^ 2 / 4 := by
      linear_combination -(a ^ 2 + b ^ 2) / 4 * q
    rw [Real.lt_sqrt (by positivity)]
    constructor
    · intro h e
      rw [sub_eq_zero.mpr e] at key
      linarith
    · intro hne
      have := pow_pos (abs_pos.mpr (sub_ne_zero.mpr hne)) 2
      rw [sq_abs] at this
      linarith

/-- For `a, b > 0` the total overlap of four orthonormal hybrids (the rows of `H`) with the four
tetrahedral ligands is at most `2 (a + √3 b)`, and only the sp3 set reaches this value. -/
theorem total_overlap_le_and_eq_iff {a b : ℝ} (ha : 0 < a) (hb : 0 < b)
    {H : Matrix (Fin 4) (Fin 4) ℝ} (hH : H * Hᵀ = 1) :
    ∑ i, ligandOverlap a b (tetra i) (H i) ≤ 2 * (a + √3 * b) ∧
      (∑ i, ligandOverlap a b (tetra i) (H i) = 2 * (a + √3 * b) ↔ H = sp3) := by
  have h3 : 0 < √(3 : ℝ) := by positivity
  have r3 : √(3 : ℝ) = 3 / √3 := by
    rw [eq_div_iff h3.ne']
    exact Real.mul_self_sqrt (by norm_num)
  -- each atomic orbital is used up exactly once by the four hybrids
  have hT : Hᵀ * H = 1 := mul_eq_one_comm.mp hH
  have col : ∀ k, H 0 k ^ 2 + H 1 k ^ 2 + H 2 k ^ 2 + H 3 k ^ 2 = 1 := by
    intro k
    have e := congrFun (congrFun hT k) k
    simp only [Matrix.mul_apply, Matrix.transpose_apply, Fin.sum_univ_four,
      Matrix.one_apply_eq] at e
    linear_combination e
  have sq1 : ∀ i k, corner i k ^ 2 = 1 := by
    intro i k
    fin_cases i <;> fin_cases k <;> simp [corner]
  have sg : ∀ k, corner 0 k ^ 2 + corner 1 k ^ 2 + corner 2 k ^ 2 + corner 3 k ^ 2 = 4 := by
    intro k
    rw [sq1, sq1, sq1, sq1]
    norm_num
  have h0 : ∀ i, sp3 i 0 = 1 / 2 := fun _ => rfl
  -- the deficit is a weighted squared distance to the sp3 set
  have key : 2 * (a + √3 * b) - ∑ i, ligandOverlap a b (tetra i) (H i)
      = ∑ i, (a * (H i 0 - sp3 i 0) ^ 2
        + b / √3 * ∑ k : Fin 3, (H i k.succ - sp3 i k.succ) ^ 2) := by
    simp only [sp3_succ, h0, ligandOverlap, tetra, Fin.sum_univ_four, Fin.sum_univ_three]
    linear_combination 2 * b * r3 - a * col 0 - b / √3 * (col (Fin.succ 0) + col (Fin.succ 1)
      + col (Fin.succ 2) + (sg 0 + sg 1 + sg 2) / 4)
  have n1 : ∀ i, 0 ≤ a * (H i 0 - sp3 i 0) ^ 2 := fun i => by positivity
  have n2 : ∀ i, 0 ≤ b / √3 * ∑ k : Fin 3, (H i k.succ - sp3 i k.succ) ^ 2 := fun i =>
    mul_nonneg (div_pos hb h3).le (Finset.sum_nonneg fun k _ => sq_nonneg _)
  have nn := Finset.sum_nonneg fun i (_ : i ∈ Finset.univ) => add_nonneg (n1 i) (n2 i)
  refine ⟨by linarith, fun e => ?_, fun e => ?_⟩
  · rw [e, sub_self] at key
    have z := (Finset.sum_eq_zero_iff_of_nonneg
      (fun i _ => add_nonneg (n1 i) (n2 i))).mp key.symm
    ext i j
    have zi := z i (Finset.mem_univ i)
    have z1 : a * (H i 0 - sp3 i 0) ^ 2 = 0 := by linarith [n1 i, n2 i]
    have z2 : b / √3 * ∑ k : Fin 3, (H i k.succ - sp3 i k.succ) ^ 2 = 0 := by
      linarith [n1 i, n2 i]
    have y1 := (mul_eq_zero.mp z1).resolve_left ha.ne'
    have y2 := (mul_eq_zero.mp z2).resolve_left (div_pos hb h3).ne'
    rw [Finset.sum_eq_zero_iff_of_nonneg (fun k _ => sq_nonneg _)] at y2
    refine Fin.cases ?_ (fun k => ?_) j
    · exact sub_eq_zero.mp (pow_eq_zero_iff two_ne_zero |>.mp y1)
    · exact sub_eq_zero.mp (pow_eq_zero_iff two_ne_zero |>.mp (y2 k (Finset.mem_univ k)))
  · rw [e, Fin.sum_univ_four, (sp3_overlap ha hb 0).1, (sp3_overlap ha hb 1).1,
      (sp3_overlap ha hb 2).1, (sp3_overlap ha hb 3).1]
    ring

/-- For `a, b > 0` there are four orthonormal hybrids that all have the maximal overlap
`√(a² + b²)` with their tetrahedral ligands exactly when `b = √3 a`. -/
theorem orthonormal_all_maximal_iff {a b : ℝ} (ha : 0 < a) (hb : 0 < b) :
    (∃ H : Matrix (Fin 4) (Fin 4) ℝ, H * Hᵀ = 1 ∧
      ∀ i, ligandOverlap a b (tetra i) (H i) = √(a ^ 2 + b ^ 2)) ↔ b = √3 * a := by
  constructor
  · rintro ⟨H, hH, hmax⟩
    by_contra hne
    have lt := (sp3_overlap ha hb 0).2.mpr hne
    have le := (total_overlap_le_and_eq_iff ha hb hH).1
    rw [Fin.sum_univ_four, hmax 0, hmax 1, hmax 2, hmax 3] at le
    linarith
  · intro e
    refine ⟨sp3, sp3_orthonormal, fun i => ?_⟩
    have hn : sp3 i ⬝ᵥ sp3 i = 1 := by
      have h := congrFun (congrFun sp3_orthonormal i) i
      rw [Matrix.one_apply_eq] at h
      exact h
    refine le_antisymm (overlap_le_and_eq_iff ha b (tetra_unit i) hn).1 ?_
    rw [(sp3_overlap ha hb i).1]
    exact not_lt.mp fun h => (sp3_overlap ha hb i).2.mp h e

end

end MaximumOverlapHybrids
```

```lean
#print axioms MaximumOverlapHybrids.isGreatest_overlap
#print axioms MaximumOverlapHybrids.orthonormal_all_maximal_iff
```

```
'MaximumOverlapHybrids.isGreatest_overlap' depends on axioms: [propext, Classical.choice, Quot.sound]
'MaximumOverlapHybrids.orthonormal_all_maximal_iff' depends on axioms: [propext, Classical.choice, Quot.sound]
```

## What the theorems say about the atom

`ligandOverlap a b m h` is $S(h)$, `tetra i` is $n_i$, and `H * Hᵀ = 1` says that the rows of `H` are orthonormal hybrids. The hypothesis `m ⬝ᵥ m = 1` makes $m$ a unit vector. The numbers $a$ and $b$ are the ligand's overlaps with the s orbital and with the p orbital pointing at it. Their values depend on the radial shapes of the orbitals and on the bond length; here they are given, positive in the tetrahedral results, and the same for all four ligands. Relativity, energies and ligand–ligand overlap don't enter.

In this fixed-geometry model sp³ is suboptimal for each bond whenever $b\ne\sqrt3\,a$, including when the two overlaps are equal. It's still the orthonormal set with the largest total overlap: any other set that improves one bond loses more on the rest.

The condition concerns amplitudes: sp³ has s and p weights 1:3, hence amplitudes $1:\sqrt3$. Reading it as $b=3a$ confuses the two.

## From the identities to the Lean proof

`isGreatest_overlap` finds the optimal angle as the argument of the complex number $a+ib$. In `overlap_le_and_eq_iff` and `total_overlap_le_and_eq_iff`, the step `key` is the corresponding distance identity, verified by `linear_combination` from the normalisation conditions. A vanishing sum of nonnegative terms then forces every coefficient to agree. `mul_eq_one_comm` passes from rows to columns. `sp3_orthonormal` checks the sixteen products, `sp3_overlap` supplies the strict inequality, and `orthonormal_all_maximal_iff` combines them.

The same column argument, done by hand for two opposite ligands with s and one p orbital, bounds the total by $\sqrt2(a+b)$. Only the sp pair reaches it, and both bonds are optimal exactly when $a=b$.
